# On a finite-dimensional state space, the ensemble functional is the convex envelope of the Levy–Lieb functional

## From a table of pure-state energies to the ensemble functional

Suppose that the Levy–Lieb functional of a small lattice model has been tabulated by minimising over normalised states. To estimate the ensemble functional from the table, one chooses nonnegative weights, with sum one, for which the tabulated densities average to the target density. The energies are averaged with the same weights, and the lowest average is kept. When the state space is finite-dimensional, every such average is an upper bound, and the lowest average over all pure-state densities is the ensemble value itself.

## Two constrained searches

Let $H_0$ be the Hamiltonian without external potential, and let $n_i$ be the site occupations, all Hermitian on $\mathbb C^m$. Here $m$ is the dimension of the many-body state space at a fixed particle number, not the number of sites. With normalised states $\psi$ and density matrices $\Gamma$, define

$$F_{LL}(\rho)=\inf_{\langle\psi|n_i|\psi\rangle=\rho_i}\langle\psi|H_0|\psi\rangle,\qquad
F_{ens}(\rho)=\inf_{\mathrm{tr}(\Gamma n_i)=\rho_i}\mathrm{tr}(\Gamma H_0),$$

where the constraints hold for all $i$. If $\rho$ is the density of some density matrix, then

$$F_{ens}(\rho)=\min\Big\{\sum_k p_kF_{LL}(\rho_k)\;:\;\sum_k p_k\rho_k=\rho\Big\},$$

with $p_k\ge0$, $\sum_k p_k=1$, finitely many terms, and each $\rho_k$ the density of a pure state. Decompositions with $m$ terms suffice; weights may be zero.

## Derivation

**Mixtures.** For $\Gamma=\sum_k p_k|\psi_k\rangle\langle\psi_k|$, linearity of the trace gives $\mathrm{tr}(\Gamma A)=\sum_k p_k\langle\psi_k|A|\psi_k\rangle$. Conversely, the spectral theorem writes every density matrix in this form with $m$ orthonormal eigenvectors. The eigenvalues are nonnegative and sum to $\mathrm{tr}\,\Gamma=1$.

**A minimiser exists.** The weights and states $(p_k,\psi_k)$ of $m$-term ensembles with density $\rho$ form a closed, bounded, nonempty set in a finite-dimensional space. The energy is continuous there, so it has a minimum. Since every density matrix is such a mixture, this minimum is $F_{ens}(\rho)$.

**Upper bound.** Take any decomposition $\rho=\sum_k p_k\rho_k$ and $\varepsilon>0$. Choose $\psi_k$ with density $\rho_k$ and energy below $F_{LL}(\rho_k)+\varepsilon$. Their mixture has density $\rho$, so

$$F_{ens}(\rho)\le\sum_k p_k\langle\psi_k|H_0|\psi_k\rangle\le\sum_k p_kF_{LL}(\rho_k)+\varepsilon .$$

Let $\varepsilon\to0$.

**Equality.** Now let $(p_k,\psi_k)$ be the optimal ensemble and $\rho_k$ the density of $\psi_k$. Since $F_{LL}(\rho_k)\le\langle\psi_k|H_0|\psi_k\rangle$, we get $\sum_k p_kF_{LL}(\rho_k)\le F_{ens}(\rho)$. The upper bound gives the reverse inequality.

**Envelope.** If $\Gamma$ and $\Delta$ are minimisers at $x$ and $y$, and $a,b\ge0$ with $a+b=1$, then $a\Gamma+b\Delta$ has density $ax+by$ and energy $aF_{ens}(x)+bF_{ens}(y)$. Hence $F_{ens}$ is convex. One-term decompositions give $F_{ens}\le F_{LL}$ on pure-state densities. For any other convex $G$ with $G\le F_{LL}$ there, the optimal decomposition gives

$$G(\rho)\le\sum_k p_kG(\rho_k)\le\sum_k p_kF_{LL}(\rho_k)=F_{ens}(\rho).$$

## Reading the Lean statements

The matrix `H` is $H_0$, `N i` is $n_i$, and `σ k` is $\rho_k$. The functions `expect` and `avg` take real parts, so the theorems about `FLL` and `Fens` need no Hermiticity hypothesis; `avg_eq_trace` confirms that for Hermitian matrices `avg` is the ordinary trace.

The hypothesis `ρ ∈ ensDensities N` says that some density matrix has density $\rho$. `decompValues H N ρ K` collects the averages over $K$-term decompositions. It requires each `σ k` to be a pure-state density, because `FLL` is an infimum over an empty set elsewhere, which Lean sets to zero.

`Fens_isLeast_m_terms` and `Fens_isLeast_decomp` state the minimum for $m$ terms and for any finite number. `Fens_convex_envelope` says that `Fens H N ρ` is the greatest value at $\rho$ of a convex function on the ensemble densities lying below `FLL` on the pure-state densities.

Nothing in the hypotheses makes `N i` a site occupation: representing a lattice model by matrices in a finite basis is left to the user.

```lean
import Mathlib

open Matrix
open scoped ComplexOrder

namespace ConstrainedSearchEnvelope

noncomputable section

variable {m K : ℕ} {ι : Type*}

/-- The real part of the expectation value of `A` in the vector `ψ`. -/
def expect (A : Matrix (Fin m) (Fin m) ℂ) (ψ : Fin m → ℂ) : ℝ := (star ψ ⬝ᵥ A *ᵥ ψ).re

/-- The real part of the ensemble average `tr(Γ A)`. -/
def avg (A Γ : Matrix (Fin m) (Fin m) ℂ) : ℝ := (Γ * A).trace.re

/-- A density matrix is positive semidefinite and has trace one. -/
def IsDensityMatrix (Γ : Matrix (Fin m) (Fin m) ℂ) : Prop := Γ.PosSemidef ∧ Γ.trace = 1

/-- An ensemble: nonnegative weights with sum one, and normalised states. -/
def IsEnsemble (p : Fin K → ℝ) (ψ : Fin K → Fin m → ℂ) : Prop :=
  (∀ k, 0 ≤ p k) ∧ ∑ k, p k = 1 ∧ ∀ k, star (ψ k) ⬝ᵥ ψ k = 1

/-- The mixture `∑ p_k |ψ_k⟩⟨ψ_k|`. -/
def mix (p : Fin K → ℝ) (ψ : Fin K → Fin m → ℂ) : Matrix (Fin m) (Fin m) ℂ :=
  ∑ k, (p k : ℂ) • vecMulVec (ψ k) (star (ψ k))

/-- The densities of normalised pure states. -/
def pureDensities (N : ι → Matrix (Fin m) (Fin m) ℂ) : Set (ι → ℝ) :=
  {ρ | ∃ ψ, star ψ ⬝ᵥ ψ = 1 ∧ ∀ i, expect (N i) ψ = ρ i}

/-- The densities of density matrices. -/
def ensDensities (N : ι → Matrix (Fin m) (Fin m) ℂ) : Set (ι → ℝ) :=
  {ρ | ∃ Γ, IsDensityMatrix Γ ∧ ∀ i, avg (N i) Γ = ρ i}

/-- The energies of normalised pure states with density `ρ`. -/
def pureEnergies (H : Matrix (Fin m) (Fin m) ℂ) (N : ι → Matrix (Fin m) (Fin m) ℂ)
    (ρ : ι → ℝ) : Set ℝ :=
  {e | ∃ ψ, star ψ ⬝ᵥ ψ = 1 ∧ (∀ i, expect (N i) ψ = ρ i) ∧ expect H ψ = e}

/-- The energies of density matrices with density `ρ`. -/
def ensEnergies (H : Matrix (Fin m) (Fin m) ℂ) (N : ι → Matrix (Fin m) (Fin m) ℂ)
    (ρ : ι → ℝ) : Set ℝ :=
  {e | ∃ Γ, IsDensityMatrix Γ ∧ (∀ i, avg (N i) Γ = ρ i) ∧ avg H Γ = e}

/-- The pure-state (Levy-Lieb) functional, meaningful on `pureDensities N`. -/
def FLL (H : Matrix (Fin m) (Fin m) ℂ) (N : ι → Matrix (Fin m) (Fin m) ℂ) (ρ : ι → ℝ) : ℝ :=
  sInf (pureEnergies H N ρ)

/-- The ensemble functional, meaningful on `ensDensities N`. -/
def Fens (H : Matrix (Fin m) (Fin m) ℂ) (N : ι → Matrix (Fin m) (Fin m) ℂ) (ρ : ι → ℝ) : ℝ :=
  sInf (ensEnergies H N ρ)

/-- The values `∑ p_k F_LL(ρ_k)` over convex decompositions `ρ = ∑ p_k ρ_k` into `K`
pure-state densities. -/
def decompValues (H : Matrix (Fin m) (Fin m) ℂ) (N : ι → Matrix (Fin m) (Fin m) ℂ)
    (ρ : ι → ℝ) (K : ℕ) : Set ℝ :=
  {e | ∃ (p : Fin K → ℝ) (σ : Fin K → ι → ℝ), (∀ k, 0 ≤ p k) ∧ ∑ k, p k = 1 ∧
    (∀ k, σ k ∈ pureDensities N) ∧ (∀ i, ∑ k, p k * σ k i = ρ i) ∧
    ∑ k, p k * FLL H N (σ k) = e}

variable {H : Matrix (Fin m) (Fin m) ℂ} {N : ι → Matrix (Fin m) (Fin m) ℂ} {ρ : ι → ℝ}

/-- For Hermitian `A` and `Γ` the trace `tr(Γ A)` is real and equals `avg A Γ`. -/
theorem avg_eq_trace {A Γ : Matrix (Fin m) (Fin m) ℂ} (hA : A.IsHermitian)
    (hΓ : Γ.IsHermitian) : (avg A Γ : ℂ) = (Γ * A).trace := by
  have h : star (Γ * A).trace = (Γ * A).trace := by
    rw [← trace_conjTranspose, conjTranspose_mul, hA.eq, hΓ.eq, trace_mul_comm]
  exact Complex.conj_eq_iff_re.mp h

/-- The average in a mixture is the weighted sum of the expectation values. -/
theorem avg_mix (A : Matrix (Fin m) (Fin m) ℂ) (p : Fin K → ℝ) (ψ : Fin K → Fin m → ℂ) :
    avg A (mix p ψ) = ∑ k, p k * expect A (ψ k) := by
  have h : ∀ k, (vecMulVec (ψ k) (star (ψ k)) * A).trace = star (ψ k) ⬝ᵥ A *ᵥ ψ k := by
    intro k
    simp only [trace, diag_apply, mul_apply, vecMulVec_apply, dotProduct, mulVec,
      Finset.mul_sum]
    rw [Finset.sum_comm]
    exact Finset.sum_congr rfl fun i _ => Finset.sum_congr rfl fun j _ => by ring
  simp only [avg, mix, expect, Finset.sum_mul, smul_mul, trace_sum, trace_smul, h,
    smul_eq_mul, Complex.re_sum, Complex.re_ofReal_mul]

/-- An ensemble of states with total density `ρ` takes part in the ensemble search at `ρ`. -/
theorem mix_mem {p : Fin K → ℝ} {ψ : Fin K → Fin m → ℂ} (h : IsEnsemble p ψ)
    (hρ : ∀ i, ∑ k, p k * expect (N i) (ψ k) = ρ i) :
    ∑ k, p k * expect H (ψ k) ∈ ensEnergies H N ρ := by
  have hs : ∀ k, ψ k ⬝ᵥ star (ψ k) = 1 := fun k => (dotProduct_comm _ _).trans (h.2.2 k)
  refine ⟨mix p ψ, ⟨posSemidef_sum _ fun k _ => (posSemidef_vecMulVec_self_star (ψ k)).smul
    (Complex.zero_le_real.2 (h.1 k)), ?_⟩, fun i => (avg_mix _ _ _).trans (hρ i),
    avg_mix _ _ _⟩
  simp only [mix, trace_sum, trace_smul, trace_vecMulVec, hs, smul_eq_mul, mul_one]
  exact_mod_cast h.2.1

/-- Every density matrix on `ℂ^m` is a mixture of `m` normalised states. -/
theorem exists_mix {Γ : Matrix (Fin m) (Fin m) ℂ} (hΓ : IsDensityMatrix Γ) :
    ∃ (p : Fin m → ℝ) (ψ : Fin m → Fin m → ℂ), IsEnsemble p ψ ∧ Γ = mix p ψ := by
  have h : Γ.IsHermitian := hΓ.1.1
  -- an orthonormal eigenbasis, as plain vectors
  obtain ⟨v, hv, he⟩ : ∃ v : Fin m → Fin m → ℂ,
      (∀ j k, star (v j) ⬝ᵥ v k = if j = k then 1 else 0) ∧
      ∀ k, Γ *ᵥ v k = (h.eigenvalues k : ℂ) • v k := by
    refine ⟨fun k => (h.eigenvectorBasis k).ofLp, fun j k => ?_, fun k => ?_⟩
    · have := orthonormal_iff_ite.mp h.eigenvectorBasis.orthonormal j k
      rw [EuclideanSpace.inner_eq_star_dotProduct, dotProduct_comm] at this
      exact this
    · exact (h.mulVec_eigenvectorBasis k).trans (by ext i; simp)
  obtain ⟨U, hU⟩ : ∃ U : Matrix (Fin m) (Fin m) ℂ, ∀ i k, U i k = v k i :=
    ⟨Matrix.of fun i k => v k i, fun _ _ => rfl⟩
  have h1 : Uᴴ * U = 1 := by
    ext j k
    rw [one_apply, ← hv j k]
    simp only [mul_apply, conjTranspose_apply, hU, dotProduct, Pi.star_apply]
  have hmix : Γ = mix h.eigenvalues v := by
    ext i j
    calc Γ i j = (Γ * U * Uᴴ) i j := by rw [mul_assoc, mul_eq_one_comm.mp h1, mul_one]
      _ = ∑ k, (Γ *ᵥ v k) i * star (v k j) := by
        simp only [mul_apply, conjTranspose_apply, hU, mulVec, dotProduct]
      _ = mix h.eigenvalues v i j := by
        simp [mix, Matrix.sum_apply, he, vecMulVec_apply, mul_assoc]
  refine ⟨h.eigenvalues, v, ⟨hΓ.1.eigenvalues_nonneg, ?_, fun k => by simp [hv]⟩, hmix⟩
  -- the trace condition fixes the sum of the weights
  have ht := avg_mix 1 h.eigenvalues v
  rw [← hmix] at ht
  simpa [avg, expect, hv, hΓ.2] using ht.symm

/-- At an ensemble density the ensemble search has a minimiser that mixes `m` states. -/
theorem exists_optimal (H : Matrix (Fin m) (Fin m) ℂ) (hρ : ρ ∈ ensDensities N) :
    ∃ (p : Fin m → ℝ) (ψ : Fin m → Fin m → ℂ), IsEnsemble p ψ ∧
      (∀ i, ∑ k, p k * expect (N i) (ψ k) = ρ i) ∧
      ∑ k, p k * expect H (ψ k) = Fens H N ρ ∧ IsLeast (ensEnergies H N ρ) (Fens H N ρ) := by
  let S : Set ((Fin m → ℝ) × (Fin m → Fin m → ℂ)) :=
    {x | IsEnsemble x.1 x.2 ∧ ∀ i, ∑ k, x.1 k * expect (N i) (x.2 k) = ρ i}
  have hc : ∀ A : Matrix (Fin m) (Fin m) ℂ, Continuous
      fun x : (Fin m → ℝ) × (Fin m → Fin m → ℂ) => ∑ k, x.1 k * expect A (x.2 k) := by
    intro A
    simp only [expect, dotProduct, mulVec, Pi.star_apply]
    fun_prop
  have hclosed : IsClosed S := by
    simp only [S, IsEnsemble, Set.ofPred_and, Set.ofPred_forall, dotProduct, Pi.star_apply]
    exact ((isClosed_iInter fun k => isClosed_le continuous_const (by fun_prop)).inter
      ((isClosed_eq (by fun_prop) continuous_const).inter
        (isClosed_iInter fun k => isClosed_eq (by fun_prop) continuous_const))).inter
      (isClosed_iInter fun i => isClosed_eq (hc (N i)) continuous_const)
  -- weights and amplitudes are bounded by one
  have hsub : S ⊆ Metric.closedBall 0 1 := by
    rintro ⟨p, ψ⟩ ⟨⟨hp, h1, hs⟩, -⟩
    rw [mem_closedBall_zero_iff, Prod.norm_def]
    refine max_le ((pi_norm_le_iff_of_nonneg zero_le_one).2 fun k => ?_)
      ((pi_norm_le_iff_of_nonneg zero_le_one).2 fun k =>
        (pi_norm_le_iff_of_nonneg zero_le_one).2 fun i => ?_)
    · rw [Real.norm_of_nonneg (hp k), ← h1]
      exact Finset.single_le_sum (fun j _ => hp j) (Finset.mem_univ k)
    · have e : ((∑ j, ‖ψ k j‖ ^ 2 : ℝ) : ℂ) = 1 := by
        rw [← hs k]
        simp only [dotProduct, Pi.star_apply, Complex.star_def, Complex.conj_mul',
          Complex.ofReal_sum, Complex.ofReal_pow]
      have e' : ∑ j, ‖ψ k j‖ ^ 2 = 1 := by exact_mod_cast e
      have := Finset.single_le_sum (fun j _ => sq_nonneg ‖ψ k j‖) (Finset.mem_univ i)
      nlinarith [norm_nonneg (ψ k i)]
  have hne : S.Nonempty := by
    obtain ⟨Γ, hΓ, hd⟩ := hρ
    obtain ⟨p, ψ, hE, rfl⟩ := exists_mix hΓ
    exact ⟨(p, ψ), hE, fun i => (avg_mix _ _ _).symm.trans (hd i)⟩
  obtain ⟨x, hx, hmin⟩ := ((isCompact_closedBall _ _).of_isClosed_subset hclosed
    hsub).exists_isMinOn hne (hc H).continuousOn
  have hL : IsLeast (ensEnergies H N ρ) (∑ k, x.1 k * expect H (x.2 k)) := by
    refine ⟨mix_mem hx.1 hx.2, ?_⟩
    rintro _ ⟨Γ, hΓ, hd, rfl⟩
    obtain ⟨p, ψ, hE, rfl⟩ := exists_mix hΓ
    rw [avg_mix]
    exact isMinOn_iff.1 hmin (p, ψ) ⟨hE, fun i => (avg_mix _ _ _).symm.trans (hd i)⟩
  have hF : Fens H N ρ = ∑ k, x.1 k * expect H (x.2 k) := hL.csInf_eq
  exact ⟨x.1, x.2, hx.1, hx.2, hF.symm, hF ▸ hL⟩

/-- No convex decomposition into pure-state densities gives a value below `F_ens(ρ)`. -/
theorem Fens_le_decomp {e : ℝ} (he : e ∈ decompValues H N ρ K) : Fens H N ρ ≤ e := by
  obtain ⟨p, σ, hp, h1, hσ, hρ, rfl⟩ := he
  refine le_of_forall_pos_le_add fun ε hε => ?_
  -- a nearly optimal state for each piece
  have hex : ∀ k, ∃ ψ, star ψ ⬝ᵥ ψ = 1 ∧ (∀ i, expect (N i) ψ = σ k i) ∧
      expect H ψ < FLL H N (σ k) + ε := by
    intro k
    obtain ⟨φ, hφ, hd⟩ := hσ k
    obtain ⟨_, ⟨ψ, hs, hd', rfl⟩, hlt⟩ := exists_lt_of_csInf_lt
      (s := pureEnergies H N (σ k)) ⟨_, φ, hφ, hd, rfl⟩ (lt_add_of_pos_right _ hε)
    exact ⟨ψ, hs, hd', hlt⟩
  choose ψ hs hd hlt using hex
  have hmem : ∑ k, p k * expect H (ψ k) ∈ ensEnergies H N ρ :=
    mix_mem ⟨hp, h1, hs⟩ fun i => by simp only [hd, hρ]
  obtain ⟨Γ, hΓ, hΓρ, -⟩ := id hmem
  obtain ⟨-, -, -, -, -, hL⟩ := exists_optimal H ⟨Γ, hΓ, hΓρ⟩
  calc Fens H N ρ ≤ ∑ k, p k * expect H (ψ k) := hL.2 hmem
    _ ≤ ∑ k, p k * (FLL H N (σ k) + ε) :=
      Finset.sum_le_sum fun k _ => mul_le_mul_of_nonneg_left (hlt k).le (hp k)
    _ = ∑ k, p k * FLL H N (σ k) + ε := by
      simp only [mul_add, Finset.sum_add_distrib, ← Finset.sum_mul, h1, one_mul]

/-- At an ensemble density on `ℂ^m`, `F_ens(ρ)` is the minimum of `∑ p_k F_LL(ρ_k)` over
decompositions into `m` pure-state densities. -/
theorem Fens_isLeast_m_terms (hρ : ρ ∈ ensDensities N) :
    IsLeast (decompValues H N ρ m) (Fens H N ρ) := by
  obtain ⟨p, ψ, hE, hd, hF, -⟩ := exists_optimal H hρ
  refine ⟨?_, fun _ he => Fens_le_decomp he⟩
  have hmem : ∑ k, p k * FLL H N (fun i => expect (N i) (ψ k)) ∈ decompValues H N ρ m :=
    ⟨p, _, hE.1, hE.2.1, fun k => ⟨ψ k, hE.2.2 k, fun _ => rfl⟩, hd, rfl⟩
  -- a single state is an ensemble, so pure-state energies are bounded below
  have hone : ∀ σ : ι → ℝ, pureEnergies H N σ ⊆ ensEnergies H N σ := by
    rintro σ _ ⟨φ, hφ, hσ, rfl⟩
    simpa using mix_mem (H := H) (N := N) (ρ := σ) (p := fun _ : Fin 1 => (1 : ℝ))
      (ψ := fun _ => φ) ⟨fun _ => zero_le_one, by simp, fun _ => hφ⟩ (by simpa using hσ)
  have hle : ∀ k, FLL H N (fun i => expect (N i) (ψ k)) ≤ expect H (ψ k) := by
    intro k
    have hk : expect H (ψ k) ∈ pureEnergies H N (fun i => expect (N i) (ψ k)) :=
      ⟨ψ k, hE.2.2 k, fun _ => rfl, rfl⟩
    obtain ⟨Γ, hΓ, hΓρ, -⟩ := hone _ hk
    obtain ⟨-, -, -, -, -, hL⟩ := exists_optimal H ⟨Γ, hΓ, hΓρ⟩
    exact csInf_le ⟨_, fun _ h => hL.2 (hone _ h)⟩ hk
  have heq : Fens H N ρ = ∑ k, p k * FLL H N (fun i => expect (N i) (ψ k)) :=
    le_antisymm (Fens_le_decomp hmem) (hF ▸ Finset.sum_le_sum fun k _ =>
      mul_le_mul_of_nonneg_left (hle k) (hE.1 k))
  rw [heq]
  exact hmem

/-- At an ensemble density, `F_ens(ρ)` is the minimum of `∑ p_k F_LL(ρ_k)` over all finite
convex decompositions of `ρ` into pure-state densities. -/
theorem Fens_isLeast_decomp (hρ : ρ ∈ ensDensities N) :
    IsLeast {e | ∃ K, e ∈ decompValues H N ρ K} (Fens H N ρ) :=
  ⟨⟨m, (Fens_isLeast_m_terms hρ).1⟩, fun _ ⟨_, he⟩ => Fens_le_decomp he⟩

/-- `F_ens` is the convex envelope of `F_LL`: at an ensemble density it is the greatest value
of a convex function on the ensemble densities that is at most `F_LL` on pure-state densities. -/
theorem Fens_convex_envelope (hρ : ρ ∈ ensDensities N) :
    IsGreatest {g | ∃ G : (ι → ℝ) → ℝ, ConvexOn ℝ (ensDensities N) G ∧
      (∀ σ ∈ pureDensities N, G σ ≤ FLL H N σ) ∧ G ρ = g} (Fens H N ρ) := by
  have hat : ∀ x ∈ ensDensities N, IsLeast (ensEnergies H N x) (Fens H N x) := by
    intro x hx
    obtain ⟨-, -, -, -, -, hL⟩ := exists_optimal H hx
    exact hL
  -- mixing two density matrices mixes densities and energies
  have hcomb : ∀ (x y : ι → ℝ) (e f a b : ℝ), e ∈ ensEnergies H N x → f ∈ ensEnergies H N y →
      0 ≤ a → 0 ≤ b → a + b = 1 → a * e + b * f ∈ ensEnergies H N (a • x + b • y) := by
    rintro x y _ _ a b ⟨Γ, hΓ, hx, rfl⟩ ⟨Δ, hΔ, hy, rfl⟩ ha hb hab
    have hlin : ∀ A, avg A ((a : ℂ) • Γ + (b : ℂ) • Δ) = a * avg A Γ + b * avg A Δ := by
      intro A
      simp [avg, add_mul]
    refine ⟨(a : ℂ) • Γ + (b : ℂ) • Δ, ⟨(hΓ.1.smul (Complex.zero_le_real.2 ha)).add
      (hΔ.1.smul (Complex.zero_le_real.2 hb)), ?_⟩, fun i => ?_, hlin H⟩
    · rw [trace_add, trace_smul, trace_smul, hΓ.2, hΔ.2]
      simp only [smul_eq_mul, mul_one]
      exact_mod_cast hab
    · rw [hlin, hx, hy]
      rfl
  have hconv : Convex ℝ (ensDensities N) := by
    intro x hx y hy a b ha hb hab
    obtain ⟨Γ, h1, h2, -⟩ := hcomb x y _ _ a b (hat x hx).1 (hat y hy).1 ha hb hab
    exact ⟨Γ, h1, h2⟩
  constructor
  · refine ⟨Fens H N, ⟨hconv, fun x hx y hy a b ha hb hab => ?_⟩, fun σ hσ => ?_, rfl⟩
    · exact (hat _ (hconv hx hy ha hb hab)).2
        (hcomb x y _ _ a b (hat x hx).1 (hat y hy).1 ha hb hab)
    · exact Fens_le_decomp (K := 1) ⟨fun _ => 1, fun _ => σ, fun _ => zero_le_one,
        by simp, fun _ => hσ, by simp, by simp⟩
  · -- Jensen's inequality on the optimal decomposition
    rintro _ ⟨G, hG, hle, rfl⟩
    obtain ⟨p, σ, hp, h1, hσ, hd, hF⟩ := (Fens_isLeast_m_terms (H := H) hρ).1
    have hmem : ∀ k, σ k ∈ ensDensities N := by
      intro k
      obtain ⟨φ, hφ, hk⟩ := hσ k
      obtain ⟨Γ, hΓ, hΓρ, -⟩ := mix_mem (H := H) (N := N) (ρ := σ k)
        (p := fun _ : Fin 1 => (1 : ℝ)) (ψ := fun _ => φ)
        ⟨fun _ => zero_le_one, by simp, fun _ => hφ⟩ (by simpa using hk)
      exact ⟨Γ, hΓ, hΓρ⟩
    have hsum : ∑ k, p k • σ k = ρ := by
      ext i
      simpa [Finset.sum_apply] using hd i
    calc G ρ = G (∑ k, p k • σ k) := by rw [hsum]
      _ ≤ ∑ k, p k • G (σ k) := hG.map_sum_le (fun k _ => hp k) h1 fun k _ => hmem k
      _ ≤ ∑ k, p k * FLL H N (σ k) :=
        Finset.sum_le_sum fun k _ => mul_le_mul_of_nonneg_left (hle _ (hσ k)) (hp k)
      _ = Fens H N ρ := hF

end

end ConstrainedSearchEnvelope
```

```lean
#print axioms ConstrainedSearchEnvelope.avg_eq_trace
#print axioms ConstrainedSearchEnvelope.Fens_isLeast_decomp
#print axioms ConstrainedSearchEnvelope.Fens_convex_envelope
```

```
'ConstrainedSearchEnvelope.avg_eq_trace' depends on axioms: [propext, Classical.choice, Quot.sound]
'ConstrainedSearchEnvelope.Fens_isLeast_decomp' depends on axioms: [propext, Classical.choice, Quot.sound]
'ConstrainedSearchEnvelope.Fens_convex_envelope' depends on axioms: [propext, Classical.choice, Quot.sound]
```

## How the lemmas carry the argument

`avg_mix` is the trace formula, and `mix_mem` checks that a mixture is an admissible density matrix. In `exists_mix`, the eigenvectors form the columns of `U`; inserting $UU^\dagger=1$ after $\Gamma$ yields the spectral sum, and `avg_mix` with $A=1$ gives the sum of the weights.

`exists_optimal` is the compactness step. The set `S` is closed because its conditions are equalities and non-strict inequalities between continuous functions, and it is bounded because weights and amplitudes have modulus at most one.

`Fens_le_decomp` selects the nearly optimal states with `exists_lt_of_csInf_lt` and removes $\varepsilon$ with `le_of_forall_pos_le_add`. `Fens_isLeast_m_terms` proves equality. Its auxiliary fact `hone` places pure-state energies among ensemble energies, which supplies the lower bound needed to compare `FLL` with the energy of a particular state.

In `Fens_convex_envelope`, `hcomb` mixes two density matrices and gives convexity of both the domain and `Fens`. Jensen's inequality enters as `hG.map_sum_le`, applied to the optimal decomposition.
